# Even products of unit slashed vectors preserve the Majorana form \(\psi^T C\chi\)

## A mass term without the conjugate spinor

A neutral fermion can have a mass term that couples the spinor to itself, \(\psi^T C\psi\), in place of the Dirac term \(\bar\psi\psi\). A Lorentz transformation acts on the spinor by a matrix \(S\), and the transpose \(S^T\) is in general not \(S^{-1}\). Whether the mass term is a scalar therefore depends on how the matrix \(C\) sits between \(S^T\) and \(S\).

Let \(g^\mu\) be square complex matrices and \(\eta^{\mu\nu}\) a metric with

\[
g^\mu g^\nu+g^\nu g^\mu=2\eta^{\mu\nu},\qquad C g^\mu=-(g^\mu)^T C .
\]

The second relation is the charge conjugation condition. It ties the matrices \(g^\mu\) to their transposes, and here it is assumed: whether an invertible \(C\) of this kind exists depends on the dimension and the representation.

For a vector with lower components \(a_\mu\), write \(\mathrm{slash}(a)=a_\mu g^\mu\) and \(a\cdot b=a_\mu\eta^{\mu\nu}b_\nu\). For \(S=\mathrm{slash}(a_1)\cdots\mathrm{slash}(a_n)\), the result is

\[
S^T C S=(-1)^n (a_1\cdot a_1)\cdots(a_n\cdot a_n)\,C .
\]

If \(n\) is even and every \(a_i\cdot a_i=1\), then \(S^TCS=C\). In relativistic quantum mechanics this makes a Majorana mass term compatible with these transformations, at the level of finite matrices acting on spinors at one spacetime point.

## One slashed vector at a time

Expanding both products and using the Clifford relation gives

\[
\mathrm{slash}(a)\,\mathrm{slash}(b)+\mathrm{slash}(b)\,\mathrm{slash}(a)
=a_\mu b_\nu\,(g^\mu g^\nu+g^\nu g^\mu)=2\,a\cdot b ,
\]

and \(b=a\) gives \(\mathrm{slash}(a)^2=a\cdot a\). The charge conjugation relation is linear in \(g^\mu\), so \(\mathrm{slash}(a)^T C=-C\,\mathrm{slash}(a)\). Hence

\[
\mathrm{slash}(a)^T C\,\mathrm{slash}(a)=-C\,\mathrm{slash}(a)^2=-(a\cdot a)\,C .
\]

Now write \(S=\mathrm{slash}(a_1)S'\), where \(S'\) contains the remaining factors. The transpose reverses the order, which puts \(a_1\) next to \(C\) on both sides:

\[
S^TCS=S'^T\,\mathrm{slash}(a_1)^T C\,\mathrm{slash}(a_1)\,S'
=-(a_1\cdot a_1)\,S'^TCS' .
\]

Repeating this until no factor is left gives the identity; the empty product is \(S=1\). For two spinors, \((S\psi)^TC(S\chi)=\psi^T(S^TCS)\chi\), so the form is multiplied by the same number. If \(C\) has a nonzero entry \(C_{ij}\), the basis spinors \(\psi=e_i\), \(\chi=e_j\) detect that number. The form is then invariant for all spinors exactly when the number is 1.

## The Lorentz transformation behind \(S\)

Let \(a\cdot a=1\) and \(R_a b=b-2(a\cdot b)a\). The anticommutator and \(\mathrm{slash}(a)^2=1\) give

\[
\mathrm{slash}(a)\,\mathrm{slash}(b)
=2\,a\cdot b-\mathrm{slash}(b)\,\mathrm{slash}(a)
=-\mathrm{slash}(R_ab)\,\mathrm{slash}(a).
\]

Moving \(\mathrm{slash}(b)\) through all the factors yields \(S\,\mathrm{slash}(b)=(-1)^n\,\mathrm{slash}(\Lambda b)\,S\) with \(\Lambda=R_{a_1}\cdots R_{a_n}\). For a symmetric metric each reflection preserves the product:

\[
(R_ab)\cdot(R_ac)=b\cdot c-4(a\cdot b)(a\cdot c)+4(a\cdot b)(a\cdot c)(a\cdot a)=b\cdot c .
\]

With a real Lorentz metric and real vectors, \(\Lambda\) is a Lorentz transformation in the usual sense.

## A boost in 2+1 dimensions

Take signature \((+,-,-)\) and

\[
g^0=\begin{pmatrix}0&1\\1&0\end{pmatrix},\quad
g^1=\begin{pmatrix}0&1\\-1&0\end{pmatrix},\quad
g^2=\begin{pmatrix}i&0\\0&-i\end{pmatrix},\quad
C=\begin{pmatrix}0&1\\-1&0\end{pmatrix}.
\]

The vectors \(a_1=(1,0,0)\) and \(a_2=(5/3,4/3,0)\) both have square 1, since \(25/9-16/9=1\). Then

\[
S=\begin{pmatrix}0&1\\1&0\end{pmatrix}\begin{pmatrix}0&3\\1/3&0\end{pmatrix}
=\begin{pmatrix}1/3&0\\0&3\end{pmatrix}.
\]

The upper right entry of \(S^TCS\) is \(\tfrac13\cdot1\cdot3=1\), the lower left is \(3\cdot(-1)\cdot\tfrac13=-1\), and the diagonal vanishes, so \(S^TCS=C\). The vector \((1,0,0)\) goes to \((41/9,-40/9,0)\), whose square is again 1, and \((0,0,1)\) stays fixed: this \(S\) represents a boost in the plane of the first two components.

## How the Lean objects match the physics

The type `ι` labels spacetime directions and the type `n` labels spinor components. Both are finite and otherwise arbitrary. The number of vectors, called \(n\) in the formulas, is `l.length` in the code.

`IsClifford` and `IsChargeConjugation` are the two assumed relations. `slash`, `mdot` and `majoranaForm` are \(a_\mu g^\mu\), \(a\cdot b\) and \(\psi^TC\chi\), with complex components throughout. `slashProd` is \(S\), and `lorentz` is \(\Lambda\), with the last reflection acting first.

The main theorem, `transpose_slashProd_mul`, says that the two relations imply the formula for \(S^TCS\) for every list of vectors. It does not need \(C\) to be invertible; `isChargeConjugation_iff` shows that for invertible \(C\) the condition is the familiar \(Cg^\mu C^{-1}=-(g^\mu)^T\). The exact criterion `majoranaForm_invariant_iff` assumes \(C\neq0\), and `mdot_lorentz` assumes a symmetric metric.

The spinors are columns of ordinary complex numbers. For an antisymmetric \(C\), as in the example, \(\psi^TC\psi\) is zero for such columns, so the content lies in the form \(\psi^TC\chi\) with two spinors. Anticommuting fields, their dependence on position and their dynamics are not modelled.

```lean
import Mathlib

open Matrix

namespace MajoranaMassInvariance

noncomputable section

variable {ι n : Type*} [Fintype ι] [Fintype n] [DecidableEq n]

/-- The Clifford relation `g^μ g^ν + g^ν g^μ = 2 η^{μν}`. -/
def IsClifford (g : ι → Matrix n n ℂ) (η : Matrix ι ι ℂ) : Prop :=
  ∀ μ ν, g μ * g ν + g ν * g μ = (2 * η μ ν) • (1 : Matrix n n ℂ)

/-- The charge conjugation relation `C g^μ = -(g^μ)ᵀ C`. -/
def IsChargeConjugation (g : ι → Matrix n n ℂ) (C : Matrix n n ℂ) : Prop :=
  ∀ μ, C * g μ = -((g μ)ᵀ * C)

/-- The slashed vector `a_μ g^μ`. -/
def slash (g : ι → Matrix n n ℂ) (a : ι → ℂ) : Matrix n n ℂ := ∑ μ, a μ • g μ

/-- The metric product `a·b = a_μ η^{μν} b_ν`. -/
def mdot (η : Matrix ι ι ℂ) (a b : ι → ℂ) : ℂ := a ⬝ᵥ η *ᵥ b

/-- The spinor matrix `S = slash(a1) ... slash(an)` of a list of vectors. -/
def slashProd (g : ι → Matrix n n ℂ) (l : List (ι → ℂ)) : Matrix n n ℂ :=
  (l.map (slash g)).prod

/-- The Majorana bilinear form `ψᵀ C χ`. -/
def majoranaForm (C : Matrix n n ℂ) (ψ χ : n → ℂ) : ℂ := ψ ⬝ᵥ C *ᵥ χ

/-- The map `b ↦ b - 2 (a·b) a`, the reflection along a unit vector `a`. -/
def reflect (η : Matrix ι ι ℂ) (a b : ι → ℂ) : ι → ℂ := b - (2 * mdot η a b) • a

/-- The composite of the maps `reflect η a` for the vectors `a` of a list, the last one acting
first. -/
def lorentz (η : Matrix ι ι ℂ) (l : List (ι → ℂ)) (b : ι → ℂ) : ι → ℂ :=
  l.foldr (reflect η) b

omit [Fintype ι] in
/-- For invertible `C` the charge conjugation relation is `C g^μ C⁻¹ = -(g^μ)ᵀ`. -/
theorem isChargeConjugation_iff (g : ι → Matrix n n ℂ) {C : Matrix n n ℂ}
    (hC : IsUnit C.det) :
    IsChargeConjugation g C ↔ ∀ μ, C * g μ * C⁻¹ = -(g μ)ᵀ := by
  constructor
  · intro h μ
    rw [h μ, neg_mul, mul_assoc, Matrix.mul_nonsing_inv C hC, mul_one]
  · intro h μ
    calc C * g μ = C * g μ * C⁻¹ * C := by
          rw [mul_assoc (C * g μ), Matrix.nonsing_inv_mul C hC, mul_one]
      _ = -((g μ)ᵀ * C) := by rw [h μ, neg_mul]

/-- Two slashed vectors have the anticommutator `2 a·b`. -/
theorem slash_anticomm {g : ι → Matrix n n ℂ} {η : Matrix ι ι ℂ} (hg : IsClifford g η)
    (a b : ι → ℂ) :
    slash g a * slash g b + slash g b * slash g a
      = (2 * mdot η a b) • (1 : Matrix n n ℂ) := by
  have h1 : slash g a * slash g b = ∑ μ, ∑ ν, (a μ * b ν) • (g μ * g ν) := by
    simp only [slash, Finset.sum_mul_sum, smul_mul_smul_comm]
  have h2 : slash g b * slash g a = ∑ μ, ∑ ν, (a μ * b ν) • (g ν * g μ) := by
    simp only [slash, Finset.sum_mul_sum, smul_mul_smul_comm]
    rw [Finset.sum_comm]
    exact Finset.sum_congr rfl fun μ _ => Finset.sum_congr rfl fun ν _ => by
      rw [mul_comm (b ν)]
  have h3 : mdot η a b = ∑ μ, ∑ ν, a μ * b ν * η μ ν := by
    simp only [mdot, dotProduct, Matrix.mulVec, Finset.mul_sum]
    exact Finset.sum_congr rfl fun μ _ => Finset.sum_congr rfl fun ν _ => by ring
  rw [h1, h2, h3, ← Finset.sum_add_distrib]
  simp only [Finset.mul_sum, Finset.sum_smul]
  refine Finset.sum_congr rfl fun μ _ => ?_
  rw [← Finset.sum_add_distrib]
  refine Finset.sum_congr rfl fun ν _ => ?_
  rw [← smul_add, hg μ ν, smul_smul]
  congr 1
  ring

/-- A slashed vector squares to `a·a`. -/
theorem slash_sq {g : ι → Matrix n n ℂ} {η : Matrix ι ι ℂ} (hg : IsClifford g η)
    (a : ι → ℂ) : slash g a * slash g a = mdot η a a • (1 : Matrix n n ℂ) := by
  have h := slash_anticomm hg a a
  linear_combination (norm := module) (1 / 2 : ℂ) • h

/-- For `S = slash(a1) ... slash(an)` one has `Sᵀ C S = (-1)^n (a1·a1) ... (an·an) C`. -/
theorem transpose_slashProd_mul {g : ι → Matrix n n ℂ} {η : Matrix ι ι ℂ}
    {C : Matrix n n ℂ} (hg : IsClifford g η) (hC : IsChargeConjugation g C)
    (l : List (ι → ℂ)) :
    (slashProd g l)ᵀ * C * slashProd g l
      = ((-1) ^ l.length * (l.map fun a => mdot η a a).prod) • C := by
  induction l with
  | nil => simp [slashProd]
  | cons a l ih =>
    have hS : slashProd g (a :: l) = slash g a * slashProd g l := by simp [slashProd]
    -- moving C through a transposed slash costs a sign
    have hs : (slash g a)ᵀ * C = -(C * slash g a) := by
      simp only [slash, Matrix.transpose_sum, Matrix.transpose_smul, Finset.sum_mul,
        Finset.mul_sum, smul_mul_assoc, mul_smul_comm, ← Finset.sum_neg_distrib]
      exact Finset.sum_congr rfl fun μ _ => by rw [hC μ, smul_neg, neg_neg]
    rw [hS, Matrix.transpose_mul]
    -- the innermost pair collapses to a number times C
    calc (slashProd g l)ᵀ * (slash g a)ᵀ * C * (slash g a * slashProd g l)
        = (slashProd g l)ᵀ * ((slash g a)ᵀ * C * slash g a) * slashProd g l := by
          simp only [mul_assoc]
      _ = (slashProd g l)ᵀ * ((-mdot η a a) • C) * slashProd g l := by
          rw [hs, neg_mul, mul_assoc C, slash_sq hg, mul_smul_comm, mul_one, neg_smul]
      _ = (-mdot η a a) • ((slashProd g l)ᵀ * C * slashProd g l) := by
          rw [mul_smul_comm, smul_mul_assoc]
      _ = _ := by
          rw [ih, smul_smul]
          simp only [List.map_cons, List.prod_cons, List.length_cons, pow_succ]
          congr 1
          ring

/-- Transforming both spinors by `S` multiplies `ψᵀ C χ` by `(-1)^n (a1·a1) ... (an·an)`. -/
theorem majoranaForm_slashProd {g : ι → Matrix n n ℂ} {η : Matrix ι ι ℂ}
    {C : Matrix n n ℂ} (hg : IsClifford g η) (hC : IsChargeConjugation g C)
    (l : List (ι → ℂ)) (ψ χ : n → ℂ) :
    majoranaForm C (slashProd g l *ᵥ ψ) (slashProd g l *ᵥ χ)
      = ((-1) ^ l.length * (l.map fun a => mdot η a a).prod) * majoranaForm C ψ χ := by
  have h : majoranaForm C (slashProd g l *ᵥ ψ) (slashProd g l *ᵥ χ)
      = ψ ⬝ᵥ ((slashProd g l)ᵀ * C * slashProd g l) *ᵥ χ := by
    rw [← Matrix.mulVec_mulVec, ← Matrix.mulVec_mulVec,
      Matrix.dotProduct_mulVec ψ (slashProd g l)ᵀ, Matrix.vecMul_transpose, majoranaForm]
  rw [h, transpose_slashProd_mul hg hC, Matrix.smul_mulVec, dotProduct_smul, smul_eq_mul,
    majoranaForm]

/-- A product of an even number of slashed vectors with `a·a = 1` preserves `ψᵀ C χ`. -/
theorem majoranaForm_invariant {g : ι → Matrix n n ℂ} {η : Matrix ι ι ℂ}
    {C : Matrix n n ℂ} (hg : IsClifford g η) (hC : IsChargeConjugation g C)
    {l : List (ι → ℂ)} (heven : Even l.length) (hl : ∀ a ∈ l, mdot η a a = 1)
    (ψ χ : n → ℂ) :
    majoranaForm C (slashProd g l *ᵥ ψ) (slashProd g l *ᵥ χ) = majoranaForm C ψ χ := by
  have hp : (l.map fun a => mdot η a a).prod = 1 := by
    apply List.prod_eq_one
    intro x hx
    obtain ⟨a, ha, rfl⟩ := List.mem_map.1 hx
    exact hl a ha
  rw [majoranaForm_slashProd hg hC, hp, heven.neg_one_pow, one_mul, one_mul]

/-- For nonzero `C`, the matrix `S` preserves `ψᵀ C χ` for all spinors exactly when
`(-1)^n (a1·a1) ... (an·an) = 1`. -/
theorem majoranaForm_invariant_iff {g : ι → Matrix n n ℂ} {η : Matrix ι ι ℂ}
    {C : Matrix n n ℂ} (hg : IsClifford g η) (hC : IsChargeConjugation g C) (hC0 : C ≠ 0)
    (l : List (ι → ℂ)) :
    (∀ ψ χ, majoranaForm C (slashProd g l *ᵥ ψ) (slashProd g l *ᵥ χ) = majoranaForm C ψ χ)
      ↔ (-1) ^ l.length * (l.map fun a => mdot η a a).prod = 1 := by
  constructor
  · intro h
    obtain ⟨i, j, hij⟩ : ∃ i j, C i j ≠ 0 := by
      by_contra hne
      apply hC0
      ext i j
      by_contra h'
      exact hne ⟨i, j, h'⟩
    -- basis spinors read off the nonzero entry of C
    have h1 := h (Pi.single i 1) (Pi.single j 1)
    have h2 : majoranaForm C (Pi.single i 1) (Pi.single j 1) = C i j := by
      simp [majoranaForm]
    rw [majoranaForm_slashProd hg hC, h2] at h1
    exact mul_right_cancel₀ hij (by rw [h1, one_mul])
  · intro h ψ χ
    rw [majoranaForm_slashProd hg hC, h, one_mul]

/-- For vectors with `a·a = 1`, moving `S` past `slash(b)` applies the composite reflection
to `b` and gives a factor `(-1)^n`. -/
theorem slashProd_mul_slash {g : ι → Matrix n n ℂ} {η : Matrix ι ι ℂ}
    (hg : IsClifford g η) (l : List (ι → ℂ)) (hl : ∀ a ∈ l, mdot η a a = 1) (b : ι → ℂ) :
    slashProd g l * slash g b
      = ((-1 : ℂ) ^ l.length) • (slash g (lorentz η l b) * slashProd g l) := by
  -- a single reflection
  have step : ∀ a c : ι → ℂ, mdot η a a = 1 →
      slash g a * slash g c = -(slash g (reflect η a c) * slash g a) := by
    intro a c ha
    have hlin : slash g (reflect η a c) = slash g c - (2 * mdot η a c) • slash g a := by
      simp only [reflect, slash, Pi.sub_apply, Pi.smul_apply, smul_eq_mul, sub_smul,
        Finset.sum_sub_distrib, Finset.smul_sum, smul_smul]
    rw [hlin, sub_mul, smul_mul_assoc, slash_sq hg, ha, one_smul, ← slash_anticomm hg a c]
    abel
  induction l with
  | nil => simp [slashProd, lorentz]
  | cons a l ih =>
    have hS : slashProd g (a :: l) = slash g a * slashProd g l := by simp [slashProd]
    have hL : lorentz η (a :: l) b = reflect η a (lorentz η l b) := rfl
    have ih' := ih fun c hc => hl c (List.mem_cons_of_mem a hc)
    rw [hS, hL, mul_assoc, ih', mul_smul_comm,
      ← mul_assoc (slash g a) (slash g (lorentz η l b)),
      step a _ (hl a List.mem_cons_self), List.length_cons, pow_succ, mul_smul,
      neg_one_smul, neg_mul, mul_assoc]

omit [Fintype n] [DecidableEq n] in
/-- For a symmetric metric, the composite of reflections along vectors with `a·a = 1`
preserves the metric product. -/
theorem mdot_lorentz {η : Matrix ι ι ℂ} (hη : ηᵀ = η) (l : List (ι → ℂ))
    (hl : ∀ a ∈ l, mdot η a a = 1) (b c : ι → ℂ) :
    mdot η (lorentz η l b) (lorentz η l c) = mdot η b c := by
  have hsymm : ∀ x y : ι → ℂ, mdot η x y = mdot η y x := by
    intro x y
    rw [mdot, mdot, Matrix.dotProduct_mulVec, dotProduct_comm, ← Matrix.mulVec_transpose, hη]
  have step : ∀ a x y : ι → ℂ, mdot η a a = 1 →
      mdot η (reflect η a x) (reflect η a y) = mdot η x y := by
    intro a x y ha
    have hs := hsymm x a
    simp only [reflect, mdot, Matrix.mulVec_sub, Matrix.mulVec_smul, dotProduct_sub,
      sub_dotProduct, smul_dotProduct, dotProduct_smul, smul_eq_mul] at ha hs ⊢
    linear_combination (-2 * (a ⬝ᵥ η *ᵥ y)) * hs
      + (4 * (a ⬝ᵥ η *ᵥ x) * (a ⬝ᵥ η *ᵥ y)) * ha
  induction l with
  | nil => rfl
  | cons a l ih =>
    exact (step a _ _ (hl a List.mem_cons_self)).trans
      (ih fun x hx => hl x (List.mem_cons_of_mem a hx))

/-- Gamma matrices for two-component spinors in 2+1 dimensions. -/
def gamma3 : Fin 3 → Matrix (Fin 2) (Fin 2) ℂ :=
  ![!![0, 1; 1, 0], !![0, 1; -1, 0], !![Complex.I, 0; 0, -Complex.I]]

/-- The metric with signature `(+,-,-)`. -/
def eta3 : Matrix (Fin 3) (Fin 3) ℂ := !![1, 0, 0; 0, -1, 0; 0, 0, -1]

/-- The antisymmetric charge conjugation matrix for two-component spinors. -/
def conj3 : Matrix (Fin 2) (Fin 2) ℂ := !![0, 1; -1, 0]

/-- In 2+1 dimensions the explicit matrices satisfy the Clifford and charge conjugation
relations with invertible `C` and symmetric metric, and two different vectors have `a·a = 1`. -/
theorem majorana_witness :
    IsClifford gamma3 eta3 ∧ IsChargeConjugation gamma3 conj3 ∧ IsUnit conj3.det ∧
      eta3ᵀ = eta3 ∧ mdot eta3 ![1, 0, 0] ![1, 0, 0] = 1 ∧
      mdot eta3 ![5 / 3, 4 / 3, 0] ![5 / 3, 4 / 3, 0] = 1 := by
  refine ⟨?_, ?_, ?_, ?_, ?_, ?_⟩
  · intro μ ν
    fin_cases μ <;> fin_cases ν <;> ext i j <;> fin_cases i <;> fin_cases j <;>
      simp [gamma3, eta3] <;> norm_num
  · intro μ
    fin_cases μ <;> ext i j <;> fin_cases i <;> fin_cases j <;>
      simp [gamma3, conj3, Matrix.mul_apply, Fin.sum_univ_succ]
  · simp [conj3, Matrix.det_fin_two]
  · ext i j
    fin_cases i <;> fin_cases j <;> simp [eta3]
  · simp [mdot, eta3, Matrix.mulVec, dotProduct, Fin.sum_univ_succ]
  · simp [mdot, eta3, Matrix.mulVec, dotProduct, Fin.sum_univ_succ]
    norm_num

end

end MajoranaMassInvariance
```

```lean
#print axioms MajoranaMassInvariance.majoranaForm_invariant
#print axioms MajoranaMassInvariance.majoranaForm_invariant_iff
#print axioms MajoranaMassInvariance.slashProd_mul_slash
#print axioms MajoranaMassInvariance.mdot_lorentz
```

```
'MajoranaMassInvariance.majoranaForm_invariant' depends on axioms: [propext, Classical.choice, Quot.sound]
'MajoranaMassInvariance.majoranaForm_invariant_iff' depends on axioms: [propext, Classical.choice, Quot.sound]
'MajoranaMassInvariance.slashProd_mul_slash' depends on axioms: [propext, Classical.choice, Quot.sound]
'MajoranaMassInvariance.mdot_lorentz' depends on axioms: [propext, Classical.choice, Quot.sound]
```

## From the Clifford relation to invariance

`slash_anticomm` writes both products as double sums (`h1`, `h2`), exchanging the order of summation in the second so that the terms match. The Clifford relation `hg μ ν` is then applied term by term. `slash_sq` sets the vectors equal and halves the result.

In `transpose_slashProd_mul`, `hs` is the sign rule \(\mathrm{slash}(a)^TC=-C\,\mathrm{slash}(a)\). The `calc` block brackets the innermost triple, replaces it by \(-(a\cdot a)C\), pulls the number out and applies the induction hypothesis `ih`.

`majoranaForm_slashProd` moves \(S\) from the left spinor into the matrix as \(S^T\) and inserts the main identity. `majoranaForm_invariant` evaluates the factor for even length and unit vectors. In the criterion, `Pi.single i 1` and `Pi.single j 1` are the basis spinors that pick out \(C_{ij}\).

`slashProd_mul_slash` and `mdot_lorentz` each prove a local `step` for one reflection and extend it by induction. `majorana_witness` checks the assumptions entry by entry for the 2+1-dimensional matrices above.

## Induction on an ordered list

Slashed vectors do not commute in general, so the order of the factors in their product matters. Mathlib's `List.prod` keeps the order of the list, whereas a product over a `Finset` requires commuting factors.

The tactic `induction l` leaves two cases: the empty list, and `a :: l`, a list with a new vector in front. In the second case `hS` splits off `slash g a` on the left of \(S\), and `Matrix.transpose_mul` places its transpose on the other side of \(C\). What remains around the collapsed triple is the expression for the shorter list, to which `ih` applies. `lorentz` is defined by `foldr`, which unfolds from the same end, so the induction for \(\Lambda\) follows the same pattern.
